# A finite group with an injective complex matrix representation of scalar commutant has a cyclic centre

The point group C2h has four operations: the identity, the rotation $C_2$, the inversion $i$ and the reflection $\sigma_h = C_2 i$. They all commute, so every species, that is, every irreducible representation, is one-dimensional. Each operation squares to the identity, so a species assigns $+1$ or $-1$ to it. If $C_2$ or $i$ receives $+1$, that operation looks like the identity. If both receive $-1$, then $\sigma_h$ receives $(-1)(-1) = +1$. Each species therefore confuses some operation with the identity, and none is faithful.

The same thing happens in larger groups, where species can be degenerate, provided that the centre contains two different operations of order two. Schur's lemma turns the matrices of central operations into numbers, and the argument can be repeated.

## Representations and their commutant

Let $G$ be a group and $D$ a representation by complex $n \times n$ matrices, so that $D(gh) = D(g)D(h)$ and $D(1) = 1$. In Lean, `D` is a monoid homomorphism `G →* Matrix (Fin n) (Fin n) ℂ`. The matrices need not be unitary, and $G$ is assumed finite only where that is stated.

```lean
import Mathlib

open Matrix

namespace FaithfulSpeciesCentre

variable {G : Type*} [Group G] {n : ℕ}
```

The commutant of $D$ is the set of matrices $M$ with $M D(g) = D(g) M$ for all $g$. It is scalar if each such $M$ equals $c\,1$ for some complex number $c$. For a species this is the conclusion of Schur's lemma. Here it is a hypothesis. For a finite group and $n > 0$ it holds exactly when $D$ is irreducible, that is, when the $n$ functions that carry $D$ cannot be recombined into smaller sets that the operations do not mix.

```lean
/-- The commutant of a matrix representation is scalar: every matrix that commutes with all
representing matrices is a multiple of the identity. -/
def ScalarCommutant (D : G →* Matrix (Fin n) (Fin n) ℂ) : Prop :=
  ∀ M : Matrix (Fin n) (Fin n) ℂ, (∀ g, M * D g = D g * M) → ∃ c : ℂ, M = c • 1
```

## Central operations become numbers

Let $z$ commute with every $g$. Then
$$D(z)D(g) = D(zg) = D(gz) = D(g)D(z),$$
so $D(z)$ lies in the commutant and is a multiple of the identity. The Lean proof applies the hypothesis to the matrix `D z` and rewrites along this chain.

```lean
/-- In a representation with scalar commutant, an operation that commutes with the whole group
is represented by a multiple of the identity. -/
theorem central_scalar {D : G →* Matrix (Fin n) (Fin n) ℂ} (hD : ScalarCommutant D)
    {z : G} (hz : z ∈ Subgroup.center G) : ∃ c : ℂ, D z = c • 1 :=
  hD (D z) fun g => by rw [← map_mul, ← map_mul, Subgroup.mem_center_iff.mp hz g]
```

Write $D(z) = \chi(z)\,1$ for $z$ in the centre $Z(G)$. For $z, w \in Z(G)$,
$$\chi(zw)\,1 = D(zw) = D(z)D(w) = \chi(z)\chi(w)\,1 .$$
When $n > 0$, comparing one diagonal entry gives $\chi(zw) = \chi(z)\chi(w)$, and $D(1) = 1$ gives $\chi(1) = 1$ in the same way. This comparison is the step `inj`. When $n = 0$ there is no entry to compare and the scalars are not determined, so the proof takes $\chi = 1$.

```lean
/-- In a representation with scalar commutant, the scalars that represent the centre can be
chosen to form a multiplicative character of the centre. -/
theorem exists_central_character {D : G →* Matrix (Fin n) (Fin n) ℂ}
    (hD : ScalarCommutant D) :
    ∃ χ : Subgroup.center G →* ℂ, ∀ z : Subgroup.center G, D z = χ z • 1 := by
  rcases Nat.eq_zero_or_pos n with hn | hn
  · subst hn
    exact ⟨1, fun z => by ext i; exact i.elim0⟩
  · choose c hc using fun z : Subgroup.center G => central_scalar hD z.2
    -- a scalar matrix of positive size determines its scalar
    have inj : ∀ a b : ℂ, a • (1 : Matrix (Fin n) (Fin n) ℂ) = b • 1 → a = b := by
      intro a b h
      have h0 := congrFun (congrFun h ⟨0, hn⟩) ⟨0, hn⟩
      simpa using h0
    exact ⟨{ toFun := c
             map_one' := inj _ _ (by rw [← hc, one_smul]; simp)
             map_mul' := fun z w => inj _ _ (by
               rw [← hc, Subgroup.coe_mul, map_mul, hc, hc, smul_mul_smul_comm, one_mul]) },
      hc⟩
```

## A finite group of complex numbers is cyclic

Now let $G$ be finite and $D$ injective. If $\chi(z) = \chi(w)$, then $D(z) = D(w)$, hence $z = w$, so $\chi$ is injective too. Let $N$ be the order of $Z(G)$. Every value satisfies $\chi(z)^N = \chi(z^N) = 1$, so the $N$ distinct values of $\chi$ are exactly the $N$ complex $N$th roots of unity. These are the powers of $e^{2\pi i/N}$, and the centre is cyclic.

The proof turns on the Mathlib lemma `isCyclic_of_injective_ringHom`, which replaces the explicit roots of unity. The algebra behind such a statement is that $X^d - 1$ has at most $d$ roots in a field, and a finite group with at most $d$ solutions of $x^d = 1$ for every $d > 0$ is cyclic. In spite of the lemma's name, what it receives here is the multiplicative map `χ`; no additive structure on the centre is needed. Nor does `χ` have to be given values in the nonzero numbers, since a multiplicative map sends invertible elements to invertible ones. What remains to be shown is injectivity, and the last two lines of the proof supply it.

```lean
/-- If a finite group has an injective complex matrix representation with scalar commutant,
then its centre is cyclic. -/
theorem center_isCyclic [Finite G] {D : G →* Matrix (Fin n) (Fin n) ℂ}
    (hD : ScalarCommutant D) (hinj : Function.Injective D) :
    IsCyclic (Subgroup.center G) := by
  obtain ⟨χ, hχ⟩ := exists_central_character hD
  -- the central character inherits injectivity, and finite groups of scalars are cyclic
  refine isCyclic_of_injective_ringHom χ fun z w h => Subtype.ext (hinj ?_)
  rw [hχ z, hχ w, h]
```

The implication runs one way: no faithful species is constructed from a cyclic centre.

## Parity labels and the Klein four-group

If $a$ is central and $a^2 = 1$, then $\chi(a)^2 = \chi(a^2) = 1$, so $\chi(a) = \pm 1$ and $D(a) = \pm 1$ as a matrix. For the inversion this sign is the label g or u. The group may be infinite here and in the next two statements.

```lean
/-- In a representation with scalar commutant, a central operation whose square is the identity
is represented by plus or minus the identity matrix. -/
theorem central_involution_parity {D : G →* Matrix (Fin n) (Fin n) ℂ}
    (hD : ScalarCommutant D) {a : G} (ha : a ∈ Subgroup.center G) (h2 : a * a = 1) :
    D a = 1 ∨ D a = -1 := by
  obtain ⟨χ, hχ⟩ := exists_central_character hD
  have e : D a = χ ⟨a, ha⟩ • 1 := hχ ⟨a, ha⟩
  have hsq : χ ⟨a, ha⟩ * χ ⟨a, ha⟩ = 1 := by
    rw [← map_mul, show (⟨a, ha⟩ : Subgroup.center G) * ⟨a, ha⟩ = 1 from Subtype.ext h2,
      map_one]
  rcases mul_self_eq_one_iff.mp hsq with h | h
  · left; rw [e, h, one_smul]
  · right; rw [e, h, neg_smul, one_smul]
```

Take two such operations, $a$ and $b$. If neither is represented by the identity, both are represented by $-1$, and $D(ab) = (-1)(-1) = 1$. This is the argument for C2h again, with matrices of any size.

```lean
/-- If two central operations both square to the identity, then in a representation with scalar
commutant at least one of them or their product is represented by the identity matrix. -/
theorem klein_acts_trivially {D : G →* Matrix (Fin n) (Fin n) ℂ} (hD : ScalarCommutant D)
    {a b : G} (ha : a ∈ Subgroup.center G) (hb : b ∈ Subgroup.center G)
    (ha2 : a * a = 1) (hb2 : b * b = 1) : D a = 1 ∨ D b = 1 ∨ D (a * b) = 1 := by
  rcases central_involution_parity hD ha ha2 with h | h
  · exact Or.inl h
  · rcases central_involution_parity hD hb hb2 with h' | h'
    · exact Or.inr (Or.inl h')
    · -- two odd parities multiply to an even one
      right; right
      rw [map_mul, h, h']
      simp
```

Suppose further that $a \neq 1$, $b \neq 1$ and $a \neq b$, so that $1, a, b, ab$ form a Klein four-group. If $D$ were injective, one of $a$, $b$, $ab$ would have to be the identity. The first two cases are excluded directly. In the third, $ab = 1 = bb$, and cancelling $b$ gives $a = b$, which is excluded as well.

```lean
/-- A group with two distinct central operations of order two has no injective complex matrix
representation with scalar commutant. -/
theorem not_faithful_of_klein {D : G →* Matrix (Fin n) (Fin n) ℂ} (hD : ScalarCommutant D)
    {a b : G} (ha : a ∈ Subgroup.center G) (hb : b ∈ Subgroup.center G)
    (ha2 : a * a = 1) (hb2 : b * b = 1) (ha1 : a ≠ 1) (hb1 : b ≠ 1) (hab : a ≠ b) :
    ¬ Function.Injective D := by
  intro hinj
  rcases klein_acts_trivially hD ha hb ha2 hb2 with h | h | h
  · exact ha1 (hinj (h.trans (map_one D).symm))
  · exact hb1 (hinj (h.trans (map_one D).symm))
  · have h1 : a * b = 1 := hinj (h.trans (map_one D).symm)
    exact hab (mul_right_cancel (h1.trans hb2.symm))
```

## D2h, D4h, D6h and their relatives

For $m > 0$, the group D$_{2m}$h is the direct product of the dihedral group of order $4m$ and the inversion group. In Lean, `DihedralGroup (2 * m)` has rotations `r k` and twofold operations `sr k`, with `k` taken modulo $2m$. The factor `Multiplicative (ZMod 2)` is the two-element group $\{1, i\}$.

Let $a$ be the rotation `r m`, a half turn about the main axis, and $b$ the inversion. The half turn commutes with all rotations. For the other operations,
$$sr_k\, r_m = sr_{k+m}, \qquad r_m\, sr_k = sr_{k-m},$$
and these agree because $2m = 0$ modulo $2m$. The same relation gives $r_m^2 = 1$. Since $2m$ does not divide $m$, the half turn is not the identity. The inversion is central, has order two and differs from $a$, because it sits in the other factor. The seven goals after `refine` are these facts, in the order in which the previous theorem asks for them.

The smallest case, $m = 1$, is D2h. For $m = 0$ the type `DihedralGroup 0` is the infinite dihedral group, and `r 0` is no half turn but the identity.

```lean
/-- For m > 0 the point group D_{2m}h, taken as the dihedral group of order 4m times the
two-element inversion group, has no injective complex matrix representation with scalar
commutant; D4h is the case m = 2. -/
theorem dihedral_h_not_faithful {m : ℕ} (hm : 0 < m)
    {D : DihedralGroup (2 * m) × Multiplicative (ZMod 2) →* Matrix (Fin n) (Fin n) ℂ}
    (hD : ScalarCommutant D) : ¬ Function.Injective D := by
  have hmm : (m : ZMod (2 * m)) + m = 0 := by
    rw [← Nat.cast_add, ← two_mul]
    exact ZMod.natCast_self _
  have hm0 : (m : ZMod (2 * m)) ≠ 0 := by
    intro h
    have hle := Nat.le_of_dvd hm ((CharP.cast_eq_zero_iff (ZMod (2 * m)) (2 * m) m).mp h)
    omega
  -- a is the twofold rotation about the main axis, b is the inversion
  refine not_faithful_of_klein hD (a := (DihedralGroup.r (m : ZMod (2 * m)), 1))
    (b := (1, Multiplicative.ofAdd (1 : ZMod 2))) ?_ ?_ ?_ ?_ ?_ ?_ ?_
  · refine Subgroup.mem_center_iff.mpr ?_
    rintro ⟨x, s⟩
    refine Prod.ext ?_ (mul_comm _ _)
    show x * DihedralGroup.r (m : ZMod (2 * m)) = DihedralGroup.r (m : ZMod (2 * m)) * x
    rcases x with i | i
    · rw [DihedralGroup.r_mul_r, DihedralGroup.r_mul_r, add_comm]
    · rw [DihedralGroup.sr_mul_r, DihedralGroup.r_mul_sr]
      exact congrArg DihedralGroup.sr (by linear_combination hmm)
  · refine Subgroup.mem_center_iff.mpr ?_
    rintro ⟨x, s⟩
    exact Prod.ext ((mul_one x).trans (one_mul x).symm) (mul_comm _ _)
  · refine Prod.ext ?_ (mul_one _)
    show DihedralGroup.r (m : ZMod (2 * m)) * DihedralGroup.r (m : ZMod (2 * m))
      = DihedralGroup.r 0
    rw [DihedralGroup.r_mul_r, hmm]
  · exact Prod.ext (mul_one _)
      (show Multiplicative.ofAdd (1 : ZMod 2) * Multiplicative.ofAdd 1 = 1 by decide)
  · intro h
    have h1 : DihedralGroup.r (m : ZMod (2 * m)) = DihedralGroup.r 0 := congrArg Prod.fst h
    exact hm0 (DihedralGroup.r.inj h1)
  · intro h
    have h1 : Multiplicative.ofAdd (1 : ZMod 2) = 1 := congrArg Prod.snd h
    exact absurd h1 (by decide)
  · intro h
    have h1 : DihedralGroup.r (m : ZMod (2 * m)) = DihedralGroup.r 0 := congrArg Prod.fst h
    exact hm0 (DihedralGroup.r.inj h1)
```

In electronic structure this means that, for a finite set of spatial orbitals spanning one species of D4h, with spin left out, some operation other than the identity leaves every orbital of the set unchanged. For $(p_x, p_y)$ it is $\sigma_h$; for $(d_{xz}, d_{yz})$ it is the inversion.

## A faithful species: E of C4v

The group C4v has a faithful species, the one carried by $(x, y)$. Let $c_k$ and $s_k$ be the cosine and sine of $k$ quarter turns. They take only the values $0$ and $\pm 1$, so they can be defined as integers.

```lean
/-- The cosine of k quarter turns. -/
def quarterCos (k : ZMod 4) : ℤ := if k = 0 then 1 else if k = 2 then -1 else 0
```

The sine is defined in the same way, with $k$ modulo 4.

```lean
/-- The sine of k quarter turns. -/
def quarterSin (k : ZMod 4) : ℤ := if k = 1 then 1 else if k = 3 then -1 else 0
```

The rotations and reflections are represented by
$$R_k = \begin{pmatrix} c_k & -s_k \\ s_k & c_k \end{pmatrix}, \qquad
\sigma R_k = \begin{pmatrix} c_k & -s_k \\ -s_k & -c_k \end{pmatrix}, \qquad
\sigma = \begin{pmatrix} 1 & 0 \\ 0 & -1 \end{pmatrix}.$$

```lean
/-- The matrices of the rotations and reflections of a square acting on the plane (x, y). -/
noncomputable def squareMatrix : DihedralGroup 4 → Matrix (Fin 2) (Fin 2) ℂ
  | .r k => !![(quarterCos k : ℂ), -(quarterSin k : ℂ); (quarterSin k : ℂ), (quarterCos k : ℂ)]
  | .sr k =>
    !![(quarterCos k : ℂ), -(quarterSin k : ℂ); -(quarterSin k : ℂ), -(quarterCos k : ℂ)]
```

These matrices multiply as the operations do. The addition theorems give $R_j R_k = R_{j+k}$, and $R_j \sigma = \sigma R_{-j}$, so
$$R_j\,\sigma R_k = \sigma R_{k-j}, \qquad \sigma R_j\, R_k = \sigma R_{j+k}, \qquad \sigma R_j\,\sigma R_k = R_{k-j}.$$
Lean verifies the addition theorems by running through all quarter turns with `decide`, and then treats the four kinds of product.

```lean
/-- The two-dimensional species E of C4v, as a representation of the dihedral group of
order 8. -/
noncomputable def speciesE : DihedralGroup 4 →* Matrix (Fin 2) (Fin 2) ℂ where
  toFun := squareMatrix
  map_one' := by
    show squareMatrix (.r 0) = 1
    have c0 : quarterCos 0 = 1 := by decide
    have s0 : quarterSin 0 = 0 := by decide
    simp [squareMatrix, c0, s0, Matrix.one_fin_two]
  map_mul' := by
    -- the addition theorems for quarter turns
    have ca : ∀ i j, (quarterCos (i + j) : ℂ)
        = quarterCos i * quarterCos j - quarterSin i * quarterSin j := fun i j => by
      exact_mod_cast (by decide : ∀ i j, quarterCos (i + j)
        = quarterCos i * quarterCos j - quarterSin i * quarterSin j) i j
    have sa : ∀ i j, (quarterSin (i + j) : ℂ)
        = quarterSin i * quarterCos j + quarterCos i * quarterSin j := fun i j => by
      exact_mod_cast (by decide : ∀ i j, quarterSin (i + j)
        = quarterSin i * quarterCos j + quarterCos i * quarterSin j) i j
    have cn : ∀ i, quarterCos (-i) = quarterCos i := by decide
    have sn : ∀ i, quarterSin (-i) = -quarterSin i := by decide
    rintro (i | i) (j | j) <;>
      simp only [DihedralGroup.r_mul_r, DihedralGroup.r_mul_sr, DihedralGroup.sr_mul_r,
        DihedralGroup.sr_mul_sr, squareMatrix, Matrix.mul_fin_two, sub_eq_add_neg, ca, sa,
        cn, sn, Int.cast_neg] <;>
      ring_nf
```

Let $M$ commute with all these matrices, with entries numbered from 0. Comparing entries of $M\sigma = \sigma M$ gives $-M_{01} = M_{01}$ and $M_{10} = -M_{10}$, so both vanish. The $(0,1)$ entry of $M R_1 = R_1 M$ then gives $-M_{00} = -M_{11}$. Hence $M = M_{00}\,1$, and the commutant is scalar.

For injectivity it is enough that only the identity is represented by the unit matrix. A rotation with $c_k = 1$ has $k = 0$. A reflection has diagonal entries $c_k$ and $-c_k$, which cannot both be $1$.

```lean
/-- The species E of C4v has scalar commutant and is injective. -/
theorem speciesE_witness : ScalarCommutant speciesE ∧ Function.Injective speciesE := by
  constructor
  · intro M h
    have c0 : quarterCos 0 = 1 := by decide
    have s0 : quarterSin 0 = 0 := by decide
    have c1 : quarterCos 1 = 0 := by decide
    have s1 : quarterSin 1 = 1 := by decide
    have hR : speciesE (.r 1) = !![0, -1; 1, 0] := by
      show squareMatrix (.r 1) = _
      simp [squareMatrix, c1, s1]
    have hS : speciesE (.sr 0) = !![1, 0; 0, -1] := by
      show squareMatrix (.sr 0) = _
      simp [squareMatrix, c0, s0]
    have eR := h (.r 1)
    have eS := h (.sr 0)
    rw [hR, Matrix.eta_fin_two M, Matrix.mul_fin_two, Matrix.mul_fin_two] at eR
    rw [hS, Matrix.eta_fin_two M, Matrix.mul_fin_two, Matrix.mul_fin_two] at eS
    -- the reflection removes the off-diagonal entries, the rotation equates the diagonal ones
    have a1 : M 0 0 * 0 + M 0 1 * -1 = 1 * M 0 1 + 0 * M 1 1 := congrFun (congrFun eS 0) 1
    have a2 : M 1 0 * 1 + M 1 1 * 0 = 0 * M 0 0 + -1 * M 1 0 := congrFun (congrFun eS 1) 0
    have a3 : M 0 0 * -1 + M 0 1 * 0 = 0 * M 0 1 + -1 * M 1 1 := congrFun (congrFun eR 0) 1
    have b1 : M 0 1 = 0 := by linear_combination (-1 / 2) * a1
    have b2 : M 1 0 = 0 := by linear_combination (1 / 2) * a2
    have b3 : M 1 1 = M 0 0 := by linear_combination a3
    refine ⟨M 0 0, ?_⟩
    ext i j
    fin_cases i <;> fin_cases j <;> simp [b1, b2, b3]
  · refine (injective_iff_map_eq_one speciesE).mpr ?_
    rintro (i | i) h
    · have e : (quarterCos i : ℂ) = 1 := congrFun (congrFun h 0) 0
      have e' : quarterCos i = 1 := by exact_mod_cast e
      have hi : i = 0 := (by decide : ∀ k, quarterCos k = 1 → k = 0) i e'
      rw [hi]
      rfl
    · -- a reflection has diagonal entries of opposite sign
      have e0 : (quarterCos i : ℂ) = 1 := congrFun (congrFun h 0) 0
      have e1 : -(quarterCos i : ℂ) = 1 := congrFun (congrFun h 1) 1
      have h2 : (2 : ℂ) = 0 := by linear_combination -e0 - e1
      norm_num at h2

end FaithfulSpeciesCentre
```

```lean
#print axioms FaithfulSpeciesCentre.center_isCyclic
-- 'FaithfulSpeciesCentre.center_isCyclic' depends on axioms: [propext, Classical.choice, Quot.sound]
#print axioms FaithfulSpeciesCentre.dihedral_h_not_faithful
-- 'FaithfulSpeciesCentre.dihedral_h_not_faithful' depends on axioms: [propext, Classical.choice, Quot.sound]
```
